# μN = aT + bW + V at a stationary grid density, for differentiable T and W homogeneous of degrees a and b

Suppose a density-functional code computes the interaction energy correctly, but its potential wrongly keeps the factor 1/2 from the energy formula. The solver can still drive the computed gradient to the same value at every grid point and report convergence. The density it returns is then generally not stationary for the energy it prints, and the convergence residual gives no sign of this. When the kinetic and interaction energies each scale as a power of the density, an identity between the gradient and the energies exposes the fault.

## The chemical potential from three energies

Let n_i be the number of particles assigned to grid point i, and let N = Σ_i n_i. The energy is

E(n) = T(n) + W(n) + V(n), with V(n) = Σ_i v_i n_i,

where T is the kinetic energy, W the interaction energy and v_i the external potential. Assume that T and W are differentiable at n and that, for every t > 0,

T(t n) = t^a T(n) and W(t n) = t^b W(n).

If ∂E/∂n_i = μ at every grid point, then

μ N = a T(n) + b W(n) + V(n).

The number μ is the chemical potential: to first order, the energy gained per particle added. The scaling condition holds for a local power-law kinetic energy and for a pairwise interaction. It multiplies the amount of density at each point and leaves the points where they are, so this relation differs from the coordinate-scaling virial theorem, which gives 2T + W + V = 0 for an atom.

## A consistency check for orbital-free solvers

In an orbital-free calculation on a finite grid, with one scaling degree for each of T and W, the identity tests the gradient routine against the energy routine. With g_i the computed gradient, evaluate

R = Σ_i n_i g_i − (a T + b W + V).

At convergence the first sum is μN. The check does not need convergence, however: by the scaling laws, a correct gradient gives R = 0 at any density where T and W are differentiable and scale as above. In the Thomas–Fermi model with pair repulsion, a = 5/3 and b = 2, and the stray factor 1/2 described above gives R = −W.

If the code stores density values ρ_i with quadrature weights w_i, then n_i = w_i ρ_i and the gradient needed here is (1/w_i) ∂E/∂ρ_i.

A vanishing R is necessary for the gradient to match the energy but not sufficient. Gradient errors δ_i with Σ_i n_i δ_i = 0 leave R unchanged. If the two routines agree but share a wrong prefactor, R is still zero.

## Differentiating along the ray through n

For a functional F differentiable at n, the first-order change along a direction u is

dF(n)[u] = Σ_i u_i ∂F/∂n_i.

Suppose F(t n) = t^k F(n) for t > 0. Differentiate both sides with respect to t at t = 1. The left side gives dF(n)[n] by the chain rule, and the right side gives k F(n). Hence

Σ_i n_i ∂F/∂n_i = k F(n).

The stationarity condition reads

∂T/∂n_i + ∂W/∂n_i + v_i = μ.

Multiply by n_i and sum over i:

Σ_i n_i ∂T/∂n_i + Σ_i n_i ∂W/∂n_i + Σ_i v_i n_i = μ N.

The first two sums are aT and bW, and the third is V, which proves the identity.

A common value of the derivatives need not be assumed at a constrained minimum. Let every n_i be positive, and let n minimise E among nonnegative densities with the same N. Move an amount s of density from point j to point i:

φ(s) = E(n + s(e_i − e_j)),

where e_i is the unit vector at point i. For small s of either sign the density stays positive and N is unchanged, so φ has a local minimum at s = 0. Therefore

0 = φ′(0) = ∂E/∂n_i − ∂E/∂n_j.

Stationarity can also be arranged for any density at which T and W are differentiable, by choosing the potential

v_i = μ − ∂T/∂n_i − ∂W/∂n_i.

This provides test cases for a code without solving for a density.

For the Thomas–Fermi model, take

T(n) = c Σ_i n_i^(5/3) and W(n) = (1/2) Σ_i Σ_j K_ij n_i n_j.

Replacing n by t n multiplies T by t^(5/3) and W by t², so

μ N = (5/3) T + 2 W + V.

With a single grid point of population n > 0, this can be read off directly. The energy is c n^(5/3) + K n²/2 + v n, so

μ = (5/3) c n^(2/3) + K n + v,

and multiplying by n gives the three terms. Every positive n is stationary here, because there is nowhere to move density.

## The Lean file

```lean
import Mathlib

open Filter Topology

namespace GridDensityVirial

noncomputable section

variable {ι : Type*} [Fintype ι] [DecidableEq ι]

/-- The functional `F` scales with degree `k` when the density `n` is multiplied by any
positive factor. -/
def ScalesAt (F : (ι → ℝ) → ℝ) (k : ℝ) (n : ι → ℝ) : Prop :=
  ∀ t : ℝ, 0 < t → F (t • n) = t ^ k * F n

/-- The Fréchet derivative of the functional `F` at `n`, applied to the unit vector at grid point
`i`. This is the partial derivative when `F` is differentiable at `n`. -/
def partialDeriv (F : (ι → ℝ) → ℝ) (n : ι → ℝ) (i : ι) : ℝ :=
  fderiv ℝ F n (Pi.single i 1)

/-- The energy of the density `n` in the external potential `v`. -/
def externalEnergy (v n : ι → ℝ) : ℝ := ∑ i, v i * n i

/-- The total energy functional: kinetic, interaction and external energy. -/
def totalEnergy (T W : (ι → ℝ) → ℝ) (v : ι → ℝ) : (ι → ℝ) → ℝ :=
  fun n => T n + W n + externalEnergy v n

/-- The Fréchet derivative `fderiv ℝ F n` applied to `u` is the sum of the entries `u i` weighted by
the partial derivatives. -/
theorem fderiv_eq_sum_partialDeriv (F : (ι → ℝ) → ℝ) (n u : ι → ℝ) :
    fderiv ℝ F n u = ∑ i, u i * partialDeriv F n i := by
  have h : u = ∑ i, u i • (Pi.single i (1 : ℝ) : ι → ℝ) := by
    ext j
    simp [Finset.sum_apply, Pi.single_apply]
  conv_lhs => rw [h]
  simp only [map_sum, map_smul, smul_eq_mul, partialDeriv]

/-- For a functional that is differentiable at `n` and scales with degree `k` there, the
density-weighted sum of its partial derivatives is `k` times its value. -/
theorem sum_mul_partialDeriv_of_scalesAt {F : (ι → ℝ) → ℝ} {k : ℝ} {n : ι → ℝ}
    (hF : DifferentiableAt ℝ F n) (h : ScalesAt F k n) :
    ∑ i, n i * partialDeriv F n i = k * F n := by
  rw [← fderiv_eq_sum_partialDeriv]
  -- differentiate both sides of the scaling law at `t = 1`
  have h1 : HasDerivAt (fun t : ℝ => t • n) n 1 := by
    simpa using (hasDerivAt_id' (1 : ℝ)).smul_const n
  have hF' : HasFDerivAt F (fderiv ℝ F n) ((1 : ℝ) • n) := by
    rw [one_smul]
    exact hF.hasFDerivAt
  have h2 : HasDerivAt (fun t : ℝ => F (t • n)) (fderiv ℝ F n n) 1 :=
    hF'.comp_hasDerivAt (1 : ℝ) h1
  have h3 : HasDerivAt (fun t : ℝ => t ^ k * F n) (k * F n) 1 := by
    simpa using (Real.hasDerivAt_rpow_const (x := 1) (p := k)
      (Or.inl one_ne_zero)).mul_const (F n)
  have h4 : (fun t : ℝ => F (t • n)) =ᶠ[𝓝 1] fun t => t ^ k * F n := by
    filter_upwards [Ioi_mem_nhds (zero_lt_one' ℝ)] with t ht using h t ht
  exact h2.unique (h3.congr_of_eventuallyEq h4)

/-- If `T` and `W` are differentiable at `n`, the partial derivative of the total energy there is
the sum of the kinetic and interaction partial derivatives and the local external potential. -/
theorem partialDeriv_totalEnergy {T W : (ι → ℝ) → ℝ} {n : ι → ℝ} (v : ι → ℝ)
    (hT : DifferentiableAt ℝ T n) (hW : DifferentiableAt ℝ W n) (i : ι) :
    partialDeriv (totalEnergy T W v) n i = partialDeriv T n i + partialDeriv W n i + v i := by
  let L : (ι → ℝ) →L[ℝ] ℝ :=
    ∑ j, v j • (ContinuousLinearMap.proj j : (ι → ℝ) →L[ℝ] ℝ)
  have hL : ∀ m, L m = externalEnergy v m := by
    intro m
    simp [L, externalEnergy]
  have hV : HasFDerivAt (externalEnergy v) L n := by
    have e : externalEnergy v = fun m => L m := funext fun m => (hL m).symm
    rw [e]
    exact L.hasFDerivAt
  have hE : HasFDerivAt (totalEnergy T W v) (fderiv ℝ T n + fderiv ℝ W n + L) n :=
    (hT.hasFDerivAt.add hW.hasFDerivAt).add hV
  have hi : L (Pi.single i 1) = v i := by
    rw [hL]
    simp [externalEnergy, Pi.single_apply]
  unfold partialDeriv
  rw [hE.fderiv, ← hi]
  rfl

/-- Virial relation on a grid, for `T` and `W` that are differentiable at `n` and scale by a power
there: if all partial derivatives of the total energy equal `μ`, then `μ` times the particle number
is `a T + b W + V`, with `a` and `b` the scaling degrees. -/
theorem chemicalPotential_virial {T W : (ι → ℝ) → ℝ} {a b μ : ℝ} {v n : ι → ℝ}
    (hT : DifferentiableAt ℝ T n) (hW : DifferentiableAt ℝ W n)
    (sT : ScalesAt T a n) (sW : ScalesAt W b n)
    (hμ : ∀ i, partialDeriv (totalEnergy T W v) n i = μ) :
    μ * ∑ i, n i = a * T n + b * W n + externalEnergy v n := by
  -- multiply the stationarity condition by the density and sum over the grid
  have key : μ * ∑ i, n i = ∑ i, n i * partialDeriv T n i
      + ∑ i, n i * partialDeriv W n i + ∑ i, v i * n i := by
    rw [Finset.mul_sum, ← Finset.sum_add_distrib, ← Finset.sum_add_distrib]
    refine Finset.sum_congr rfl fun i _ => ?_
    have h := hμ i
    rw [partialDeriv_totalEnergy v hT hW] at h
    linear_combination (-(n i)) * h
  rw [key, sum_mul_partialDeriv_of_scalesAt hT sT, sum_mul_partialDeriv_of_scalesAt hW sW]
  rfl

/-- Any density at which `T` and `W` are differentiable is stationary, with all partial derivatives
of the total energy equal to `μ`, in the external potential `μ - ∂T/∂n_i - ∂W/∂n_i`. -/
theorem stationary_in_inverted_potential {T W : (ι → ℝ) → ℝ} {n : ι → ℝ} (μ : ℝ)
    (hT : DifferentiableAt ℝ T n) (hW : DifferentiableAt ℝ W n) (i : ι) :
    partialDeriv (totalEnergy T W
      (fun j => μ - partialDeriv T n j - partialDeriv W n j)) n i = μ := by
  rw [partialDeriv_totalEnergy _ hT hW]
  ring

/-- If `F` is differentiable at a positive density that minimises it among nonnegative densities
with the same particle number, the partial derivatives at any two grid points agree. -/
theorem partialDeriv_eq_of_minimiser {F : (ι → ℝ) → ℝ} {n : ι → ℝ}
    (hF : DifferentiableAt ℝ F n) (hn : ∀ i, 0 < n i)
    (hmin : ∀ m : ι → ℝ, (∀ i, 0 ≤ m i) → ∑ i, m i = ∑ i, n i → F n ≤ F m) (i j : ι) :
    partialDeriv F n i = partialDeriv F n j := by
  -- move a small amount `s` of density from point `j` to point `i`
  obtain ⟨u, hu⟩ : ∃ u : ι → ℝ, u = Pi.single i 1 - Pi.single j 1 := ⟨_, rfl⟩
  have hsum : ∑ k, u k = 0 := by
    simp [hu, Pi.single_apply, Finset.sum_sub_distrib]
  have h1 : HasDerivAt (fun s : ℝ => n + s • u) u 0 := by
    simpa using ((hasDerivAt_id' (0 : ℝ)).smul_const u).const_add n
  have hF' : HasFDerivAt F (fderiv ℝ F n) (n + (0 : ℝ) • u) := by
    rw [zero_smul, add_zero]
    exact hF.hasFDerivAt
  have h2 : HasDerivAt (fun s : ℝ => F (n + s • u)) (fderiv ℝ F n u) 0 :=
    hF'.comp_hasDerivAt (0 : ℝ) h1
  have hev : ∀ᶠ s : ℝ in 𝓝 0, ∀ k, 0 < n k + s * u k := by
    rw [Filter.eventually_all]
    intro k
    have hc : ContinuousAt (fun s : ℝ => n k + s * u k) 0 := by fun_prop
    exact hc.eventually (lt_mem_nhds (by simpa using hn k))
  have hloc : IsLocalMin (fun s : ℝ => F (n + s • u)) 0 := by
    show ∀ᶠ s : ℝ in 𝓝 0, F (n + (0 : ℝ) • u) ≤ F (n + s • u)
    filter_upwards [hev] with s hs
    rw [zero_smul, add_zero]
    refine hmin _ (fun k => (hs k).le) ?_
    simp only [Pi.add_apply, Pi.smul_apply, smul_eq_mul]
    rw [Finset.sum_add_distrib, ← Finset.mul_sum, hsum, mul_zero, add_zero]
  have h0 := hloc.hasDerivAt_eq_zero h2
  rw [hu, map_sub] at h0
  exact sub_eq_zero.mp h0

/-- Let `T` and `W` be differentiable at a positive density `n` and scale with degrees `a` and `b`
there. If `n` minimises the total energy among nonnegative densities with the same particle number,
the partial derivative at any grid point times the particle number is `a T + b W + V`. -/
theorem minimiser_virial {T W : (ι → ℝ) → ℝ} {a b : ℝ} {v n : ι → ℝ}
    (hT : DifferentiableAt ℝ T n) (hW : DifferentiableAt ℝ W n)
    (sT : ScalesAt T a n) (sW : ScalesAt W b n) (hn : ∀ i, 0 < n i)
    (hmin : ∀ m : ι → ℝ, (∀ i, 0 ≤ m i) → ∑ i, m i = ∑ i, n i →
      totalEnergy T W v n ≤ totalEnergy T W v m) (i : ι) :
    partialDeriv (totalEnergy T W v) n i * ∑ j, n j
      = a * T n + b * W n + externalEnergy v n := by
  have hV : DifferentiableAt ℝ (externalEnergy v) n := by
    unfold externalEnergy
    fun_prop
  have hE : DifferentiableAt ℝ (totalEnergy T W v) n := (hT.add hW).add hV
  exact chemicalPotential_virial hT hW sT sW
    fun j => partialDeriv_eq_of_minimiser hE hn hmin j i

/-- The Thomas–Fermi kinetic energy on the grid, with prefactor `c`. -/
def thomasFermi (c : ℝ) (n : ι → ℝ) : ℝ := c * ∑ i, n i ^ (5 / 3 : ℝ)

/-- The classical pair interaction energy of the density with kernel `K`. -/
def hartree (K : ι → ι → ℝ) (n : ι → ℝ) : ℝ := 1 / 2 * ∑ i, ∑ j, K i j * n i * n j

/-- In the Thomas–Fermi model with pair interaction, a positive density at which all partial
derivatives of the total energy equal `μ` satisfies `μ N = (5/3) T + 2 W + V`. -/
theorem thomasFermi_virial {c μ : ℝ} {K : ι → ι → ℝ} {v n : ι → ℝ} (hn : ∀ i, 0 < n i)
    (hμ : ∀ i, partialDeriv (totalEnergy (thomasFermi c) (hartree K) v) n i = μ) :
    μ * ∑ i, n i = 5 / 3 * thomasFermi c n + 2 * hartree K n + externalEnergy v n := by
  have hT : DifferentiableAt ℝ (thomasFermi c) n := by
    unfold thomasFermi
    refine DifferentiableAt.const_mul (DifferentiableAt.fun_sum fun i _ => ?_) c
    have hi : DifferentiableAt ℝ (fun m : ι → ℝ => m i) n := by fun_prop
    exact hi.rpow_const (Or.inl (hn i).ne')
  have hW : DifferentiableAt ℝ (hartree K) n := by
    unfold hartree
    fun_prop
  refine chemicalPotential_virial hT hW ?_ ?_ hμ
  · intro t ht
    have h : ∑ i, (t • n) i ^ (5 / 3 : ℝ) = t ^ (5 / 3 : ℝ) * ∑ i, n i ^ (5 / 3 : ℝ) := by
      rw [Finset.mul_sum]
      exact Finset.sum_congr rfl fun i _ => Real.mul_rpow ht.le (hn i).le
    unfold thomasFermi
    rw [h]
    ring
  · intro t _
    have h : ∑ i, ∑ j, K i j * (t • n) i * (t • n) j
        = t ^ 2 * ∑ i, ∑ j, K i j * n i * n j := by
      simp only [Finset.mul_sum, Pi.smul_apply, smul_eq_mul]
      refine Finset.sum_congr rfl fun i _ => Finset.sum_congr rfl fun j _ => ?_
      ring
    unfold hartree
    rw [h, Real.rpow_two]
    ring

end

end GridDensityVirial
```

```lean
#print axioms GridDensityVirial.stationary_in_inverted_potential
-- 'GridDensityVirial.stationary_in_inverted_potential' depends on axioms: [propext, Classical.choice, Quot.sound]
#print axioms GridDensityVirial.minimiser_virial
-- 'GridDensityVirial.minimiser_virial' depends on axioms: [propext, Classical.choice, Quot.sound]
#print axioms GridDensityVirial.thomasFermi_virial
-- 'GridDensityVirial.thomasFermi_virial' depends on axioms: [propext, Classical.choice, Quot.sound]
```

## How the Lean statements represent the grid model

The finite type `ι` labels the grid points, and a density is a function `ι → ℝ`. `partialDeriv F n i` is the Fréchet derivative of `F` at `n` applied to the unit vector at `i`. `externalEnergy` is V and `totalEnergy` is E.

`ScalesAt F k n` requires the power law only along the ray through the given `n`, with a real exponent `k`. A functional that is meaningful only for positive densities can therefore satisfy it.

`chemicalPotential_virial` is the main identity. Its hypotheses `hT` and `hW` are differentiability, `sT` and `sW` are the scaling laws, and `hμ` says that all partial derivatives equal `μ`. It requires neither positivity nor a minimum.

`minimiser_virial` replaces `hμ` by positivity and constrained minimality, and uses the derivative at any chosen grid point as the chemical potential. `thomasFermi_virial` keeps `hμ` and derives differentiability and scaling from the explicit formulas. It places no sign or symmetry condition on `K`, and its prefactor `c` is the same at every point, so a uniform cell volume must be absorbed into `c`.

## How the Lean proof follows the derivation

`fderiv_eq_sum_partialDeriv` writes the direction as a sum of unit vectors and uses linearity of the derivative. `sum_mul_partialDeriv_of_scalesAt` differentiates the scaling law: `h2` is the chain rule, `h3` the power rule, and `h4` records that the two functions of t agree near t = 1, where t is positive. Uniqueness of the derivative then equates the results.

`partialDeriv_totalEnergy` adds the three derivatives, treating V as a linear map. In the main theorem, `key` is the stationarity condition multiplied by `n i` and summed; the `linear_combination` step does the multiplication at each point. `stationary_in_inverted_potential` substitutes the chosen potential into the derivative formula and simplifies.

For the minimum, `partialDeriv_eq_of_minimiser` sets `u` to the transfer direction e_i − e_j. `hev` shows that all populations stay positive for small transfers, `hloc` turns global minimality into a local minimum in `s`, and the vanishing derivative gives the equality. `minimiser_virial` passes that equality to the main theorem. `thomasFermi_virial` uses positivity both to differentiate the 5/3 power and to factor t^(5/3) out of the sum.

## Exact arithmetic, two degrees and positive minimisers

The theorems concern real numbers and exact derivatives. They give no tolerance for R in floating-point arithmetic and no statement about the continuum limit.

Homogeneity is assumed in the general theorems and derived only for the Thomas–Fermi and pair-interaction formulas. The energy has room for two degrees besides the linear external term. A functional that adds local exchange, of degree 4/3, to Thomas–Fermi kinetic energy and pair repulsion does not fit this form.

The existence of a minimiser is not proved. The minimiser theorem also requires positive density at every grid point, so a solution that vanishes in part of the grid falls outside its hypotheses.
